# Continuity of the spherical Bessel function j₁ on the half-line x ≥ 0

The spherical Bessel function j₁(x) = sin x/x² − cos x/x gives the radial dependence of a free particle's regular wave with angular momentum l = 1. The theorem `continuousOn_j1` states that this function is continuous for all real x ≥ 0, the origin included; no potential, boundary condition or normalisation enters. At x = 0 the formula divides by zero, which Lean evaluates as 0, so the definition gives j₁(0) = 0, and continuity there means that j₁(x) tends to 0 as x falls to 0. The proof gets continuity at positive x from the derivative of j₁, and at the origin it squeezes the function with the bound |j₁(y)| ≤ y, drawn from elementary inequalities for sine and cosine.

Lean 4 with Mathlib refuses this proof:

```lean
import Mathlib

open Real Filter Topology MeasureTheory

namespace JelliumHardWall

noncomputable section

/-- The spherical Bessel function of order one. -/
def j1 (x : ℝ) : ℝ := sin x / x ^ 2 - cos x / x

/-- The recurrence `j1' = sin x / x - 2 j1 / x` away from the origin. -/
theorem hasDerivAt_j1 {x : ℝ} (hx : x ≠ 0) : HasDerivAt j1 (sinc x - 2 * (j1 x / x)) x := by
  have h2 : HasDerivAt (fun y : ℝ => y ^ 2) (2 * x) x := by simpa using hasDerivAt_pow 2 x
  have h := ((hasDerivAt_sin x).fun_div h2 (pow_ne_zero 2 hx)).fun_sub
    ((hasDerivAt_cos x).fun_div (hasDerivAt_id' x) hx)
  refine h.congr_deriv ?_
  rw [sinc_of_ne_zero hx, j1]
  field_simp
  ring

/-- `j1` is continuous on the closed half-line, the origin included. -/
theorem continuousOn_j1 : ContinuousOn j1 (Set.Ici 0) := by
  intro x hx
  rcases (Set.mem_Ici.mp hx).eq_or_lt with rfl | h
  · have h0 : j1 0 = 0 := by simp [j1]
    rw [ContinuousWithinAt, h0]
    refine squeeze_zero_norm' (a := fun y => y) ?_ (tendsto_id.mono_left nhdsWithin_le_nhds)
    filter_upwards [self_mem_nhdsWithin,
      mem_nhdsWithin_of_mem_nhds (Iio_mem_nhds (one_pos : (0 : ℝ) < 1))] with y hy hy1
    rcases (Set.mem_Ici.mp hy).eq_or_lt with rfl | hp
    · simp [h0]
    · have e : j1 y = (sin y - y * cos y) / y ^ 2 := by
        rw [j1]
        field_simp
      have hp3 : 0 < y ^ 3 := by positivity
      have a1 := mul_le_mul_of_nonneg_left (one_sub_sq_div_two_le_cos (x := y)) hp.le
      have a2 := mul_le_mul_of_nonneg_left (cos_le_one y) hp.le
      have a3 := sin_gt_sub_cube hp (le_of_lt hy1)
      have a4 := sin_le hp.le
      rw [norm_eq_abs, e, abs_div, abs_of_pos (by positivity : 0 < y ^ 2),
        div_le_iff₀ (by positivity), abs_le]
      constructor <;> nlinarith
  · exact (hasDerivAt_j1 h.ne').continuousAt.continuousWithinAt

end

end JelliumHardWall
```

Lean reports:

```
Main.lean:39:17: error: Function expected at
  sin_gt_sub_cube hp
but this term has type
  y - y ^ 3 / 6 < sin y

Note: Expected a function because this term is being applied to the argument
  (le_of_lt hy1)
```

Cause. The message "Function expected" says that something which is not a function has been given an argument. Here `sin_gt_sub_cube` needs only the proof `hp` that `y` is positive. With that supplied, `sin_gt_sub_cube hp` is already a complete proof of `y - y ^ 3 / 6 < sin y`. The attempt goes on to give it `le_of_lt hy1`, meant as a proof that `y ≤ 1`, but the lemma has no such hypothesis, and a proof of this inequality cannot be applied to anything. Dropping the extra argument cures the error.

The other change is tidying. The `filter_upwards` step had restricted attention to `y < 1` in order to supply `hy1`. The lemma does not ask for it, and the remaining estimates hold for every positive `y`, so the restriction and the name `hy1` can go.

Fix (accepted with no message):

```diff
@@ -27,6 +27,5 @@
     rw [ContinuousWithinAt, h0]
     refine squeeze_zero_norm' (a := fun y => y) ?_ (tendsto_id.mono_left nhdsWithin_le_nhds)
-    filter_upwards [self_mem_nhdsWithin,
-      mem_nhdsWithin_of_mem_nhds (Iio_mem_nhds (one_pos : (0 : ℝ) < 1))] with y hy hy1
+    filter_upwards [self_mem_nhdsWithin] with y hy
     rcases (Set.mem_Ici.mp hy).eq_or_lt with rfl | hp
     · simp [h0]
@@ -37,5 +36,5 @@
       have a1 := mul_le_mul_of_nonneg_left (one_sub_sq_div_two_le_cos (x := y)) hp.le
       have a2 := mul_le_mul_of_nonneg_left (cos_le_one y) hp.le
-      have a3 := sin_gt_sub_cube hp (le_of_lt hy1)
+      have a3 := sin_gt_sub_cube hp
       have a4 := sin_le hp.le
       rw [norm_eq_abs, e, abs_div, abs_of_pos (by positivity : 0 < y ^ 2),
```
